# Distance-sensitive bounds on two-electron integrals for nonnegative kernels on a finite grid

## Distant charge clouds and the Schwarz estimate

A program that screens two-electron integrals with the Schwarz estimate
\[
|(ab,cd)|\le\sqrt{(ab,ab)\,(cd,cd)}
\]
keeps many integrals that are small. If the orbitals \(c\) and \(d\) are moved together to the far end of a large molecule, the Coulomb integral decays at least as fast as the inverse distance, but the estimate stays the same. Neither factor on the right contains orbitals from both sides.

The estimate also relies on a positive semidefinite interaction. Take two sites with no on-site repulsion and unit repulsion between them, and put \(a\) on one site and \(c\) on the other. Then \((aa,cc)=1\), while \((aa,aa)=(cc,cc)=0\), so the screening discards an integral equal to one.

## Two bounds that pair orbitals across the interaction

Let \(X\) be a finite grid, \(K(x,y)\) a real interaction kernel and \(a,b,c,d\) real functions on \(X\). Define
\[
(ab,cd)=\sum_{x,y}a(x)b(x)\,K(x,y)\,c(y)d(y).
\]
If \(K(x,y)\ge 0\) for all \(x,y\), then
\[
(ab,cd)^2\le(aa,cc)(bb,dd),\qquad (ab,cd)^2\le(aa,dd)(bb,cc).
\]
Each factor on the right is a repulsion between two orbital densities on opposite sides of the interaction, so it can register their distance.

In Lean, `eri K a b c d` is \((ab,cd)\), with `a` and `b` belonging to the first electron. The hypothesis `hK` says that the interaction is nowhere attractive; `K` need be neither symmetric nor positive semidefinite. Quadrature weights do not appear explicitly: if they are nonnegative, the square root of each weight can be absorbed into the orbital values. The theorem `eri_sq_le` concerns these finite sums and makes no statement about a continuum limit or complex orbitals.

## The defect as a sum of squares

For real numbers \(w_p,u_p,v_p\), expand
\[
(u_pv_q-u_qv_p)^2=u_p^2v_q^2+v_p^2u_q^2-2u_pv_pu_qv_q .
\]
Multiplying by \(w_pw_q\) and summing over \(p\) and \(q\) makes each term factorise:
\[
\sum_{p,q}w_pw_q(u_pv_q-u_qv_p)^2
=2\Big[\sum_p w_pu_p^2\sum_p w_pv_p^2-\Big(\sum_p w_pu_pv_p\Big)^2\Big].
\]

Now let \(p=(x,y)\) be a pair of grid points, with \(w_p=K(x,y)\), \(u_p=a(x)c(y)\) and \(v_p=b(x)d(y)\). The three sums on the right become \((aa,cc)\), \((bb,dd)\) and \((ab,cd)\). For nonnegative \(K\) the left side is nonnegative, which is the first bound. Since \((ab,cd)=(ab,dc)\), exchanging \(c\) and \(d\) gives the second.

Equality in the first bound requires every term on the left to vanish: \(u_pv_q=u_qv_p\) whenever \(K\) is nonzero at both \(p\) and \(q\). Thus, on the pairs where \(K\ne0\), either \(v\) vanishes throughout or \(u=\lambda v\) with a single constant \(\lambda\).

## An explicit inverse distance

Give each grid point a position \(r(x)\) in three-dimensional space and assume \(K(x,y)\,|r(x)-r(y)|\le1\). In atomic units this says that the repulsion is no stronger than that of two unit point charges; at coincident positions it leaves the finite value of \(K\) free.

Suppose that all points where \(a\ne0\) lie at least \(R>0\) from all points where \(c\ne0\). Wherever \(a(x)c(y)\ne0\), we have \(K(x,y)R\le1\), hence
\[
(aa,cc)=\sum_{x,y}a(x)^2K(x,y)c(y)^2\le\frac{\|a\|^2\|c\|^2}{R},\qquad \|a\|^2=\sum_xa(x)^2 .
\]
With the same separation \(S>0\) between \(b\) and \(d\), the first screening bound gives
\[
(ab,cd)^2\le\frac{\|a\|^2\|b\|^2\|c\|^2\|d\|^2}{RS}.
\]
For normalised orbitals and \(R=S\), this is \(|(ab,cd)|\le1/R\). The separation concerns exact supports, so Gaussians must be truncated before this estimate applies; `eri_sq_le` needs no truncation.

## Screening a quartet in a direct calculation

For \(N\) basis functions, one computes the two-index tables \(M_{ac}=(aa,cc)\) and \(Q_{ab}=(ab,ab)\) once. When the kernel is symmetric, entrywise nonnegative and positive semidefinite, a quartet has the upper estimate
\[
\min\big(\sqrt{M_{ac}M_{bd}},\ \sqrt{M_{ad}M_{bc}},\ \sqrt{Q_{ab}Q_{cd}}\big).
\]
In an exchange build that uses the permutational symmetry of the integrals, this number is multiplied by the largest of \(|P_{ac}|\), \(|P_{ad}|\), \(|P_{bc}|\) and \(|P_{bd}|\), where \(P\) is the density matrix, and the integral is skipped if the product lies below the threshold. The Schwarz term remains useful because it detects when the product \(a(x)b(x)\) is small at every grid point, which the \(M\) table does not.

## The complete Lean file

```lean
import Mathlib

open Finset

namespace DistanceSensitiveScreening

variable {X : Type*} [Fintype X]

/-- The two-electron integral `(ab,cd)` of real orbitals on a finite grid, with interaction
kernel `K`. -/
def eri (K : Matrix X X ℝ) (a b c d : X → ℝ) : ℝ :=
  ∑ x, ∑ y, a x * b x * K x y * (c y * d y)

/-- Weighted Lagrange identity: the defect in the Cauchy-Schwarz inequality is a weighted sum
of squares. -/
theorem weighted_lagrange {ι : Type*} [Fintype ι] (w u v : ι → ℝ) :
    ∑ p, ∑ q, w p * w q * (u p * v q - u q * v p) ^ 2 =
      2 * ((∑ p, w p * (u p * u p)) * (∑ p, w p * (v p * v p))
        - (∑ p, w p * (u p * v p)) ^ 2) := by
  -- expand the square into three double sums, each of which factorises
  have h : ∑ p, ∑ q, w p * w q * (u p * v q - u q * v p) ^ 2 =
      ∑ p, ∑ q, (w p * (u p * u p)) * (w q * (v q * v q))
      + ∑ p, ∑ q, (w p * (v p * v p)) * (w q * (u q * u q))
      - 2 * ∑ p, ∑ q, (w p * (u p * v p)) * (w q * (u q * v q)) := by
    simp only [Finset.mul_sum, ← Finset.sum_add_distrib, ← Finset.sum_sub_distrib]
    exact sum_congr rfl fun p _ => sum_congr rfl fun q _ => by ring
  rw [h, ← Finset.sum_mul_sum, ← Finset.sum_mul_sum, ← Finset.sum_mul_sum]
  ring

/-- Twice the gap between `(aa,cc)(bb,dd)` and `(ab,cd)²` is a sum of squares weighted by
products of two kernel entries. -/
theorem screening_defect (K : Matrix X X ℝ) (a b c d : X → ℝ) :
    ∑ p : X × X, ∑ q : X × X, K p.1 p.2 * K q.1 q.2 *
        (a p.1 * c p.2 * (b q.1 * d q.2) - a q.1 * c q.2 * (b p.1 * d p.2)) ^ 2 =
      2 * (eri K a a c c * eri K b b d d - eri K a b c d ^ 2) := by
  -- regroup the integral as one sum over pairs of grid points
  have e : ∀ f g h k : X → ℝ, eri K f g h k =
      ∑ p : X × X, K p.1 p.2 * (f p.1 * h p.2 * (g p.1 * k p.2)) := by
    intro f g h k
    rw [eri, Fintype.sum_prod_type]
    exact sum_congr rfl fun x _ => sum_congr rfl fun y _ => by ring
  rw [e a a c c, e b b d d, e a b c d]
  exact weighted_lagrange (fun p : X × X => K p.1 p.2)
    (fun p => a p.1 * c p.2) (fun p => b p.1 * d p.2)

/-- Distance-sensitive screening: for a kernel with nonnegative entries, `(ab,cd)²` is at most
`(aa,cc)(bb,dd)` and at most `(aa,dd)(bb,cc)`. -/
theorem eri_sq_le (K : Matrix X X ℝ) (hK : ∀ x y, 0 ≤ K x y) (a b c d : X → ℝ) :
    eri K a b c d ^ 2 ≤ eri K a a c c * eri K b b d d ∧
    eri K a b c d ^ 2 ≤ eri K a a d d * eri K b b c c := by
  have direct : ∀ c d : X → ℝ,
      eri K a b c d ^ 2 ≤ eri K a a c c * eri K b b d d := by
    intro c d
    have h := screening_defect K a b c d
    have h0 : 0 ≤ ∑ p : X × X, ∑ q : X × X, K p.1 p.2 * K q.1 q.2 *
        (a p.1 * c p.2 * (b q.1 * d q.2) - a q.1 * c q.2 * (b p.1 * d p.2)) ^ 2 :=
      sum_nonneg fun p _ => sum_nonneg fun q _ =>
        mul_nonneg (mul_nonneg (hK _ _) (hK _ _)) (sq_nonneg _)
    linarith
  -- the integral does not change when c and d are exchanged
  have swap : eri K a b c d = eri K a b d c :=
    sum_congr rfl fun x _ => sum_congr rfl fun y _ => by ring
  exact ⟨direct c d, swap ▸ direct d c⟩

/-- For a kernel with nonnegative entries, the bound by `(aa,cc)(bb,dd)` is attained exactly when
the pair amplitudes `a(x)c(y)` and `b(x)d(y)` have vanishing cross-differences between any two
pairs of points at which the kernel is nonzero. -/
theorem eri_sq_eq_iff (K : Matrix X X ℝ) (hK : ∀ x y, 0 ≤ K x y) (a b c d : X → ℝ) :
    eri K a b c d ^ 2 = eri K a a c c * eri K b b d d ↔
      ∀ x y x' y', K x y ≠ 0 → K x' y' ≠ 0 →
        a x * c y * (b x' * d y') = a x' * c y' * (b x * d y) := by
  have hd := screening_defect K a b c d
  constructor
  · intro h x y x' y' hk hk'
    rw [h, sub_self, mul_zero] at hd
    have hn : ∀ p q : X × X, 0 ≤ K p.1 p.2 * K q.1 q.2 *
        (a p.1 * c p.2 * (b q.1 * d q.2) - a q.1 * c q.2 * (b p.1 * d p.2)) ^ 2 :=
      fun p q => mul_nonneg (mul_nonneg (hK _ _) (hK _ _)) (sq_nonneg _)
    -- a vanishing sum of nonnegative terms vanishes term by term
    have h1 := (sum_eq_zero_iff_of_nonneg
      (fun p _ => sum_nonneg fun q _ => hn p q)).1 hd (x, y) (mem_univ _)
    have h2 : K x y * K x' y' *
        (a x * c y * (b x' * d y') - a x' * c y' * (b x * d y)) ^ 2 = 0 :=
      (sum_eq_zero_iff_of_nonneg (fun q _ => hn (x, y) q)).1 h1 (x', y') (mem_univ _)
    have h3 := (mul_eq_zero.1 h2).resolve_left (mul_ne_zero hk hk')
    exact sub_eq_zero.1 ((pow_eq_zero_iff two_ne_zero).1 h3)
  · intro h
    have h0 : ∑ p : X × X, ∑ q : X × X, K p.1 p.2 * K q.1 q.2 *
        (a p.1 * c p.2 * (b q.1 * d q.2) - a q.1 * c q.2 * (b p.1 * d p.2)) ^ 2 = 0 := by
      refine sum_eq_zero fun p _ => sum_eq_zero fun q _ => ?_
      by_cases hp : K p.1 p.2 = 0
      · rw [hp]; ring
      by_cases hq : K q.1 q.2 = 0
      · rw [hq]; ring
      rw [h p.1 p.2 q.1 q.2 hp hq]; ring
    linarith

/-- For a nonnegative kernel bounded by the inverse distance, the integral `(aa,cc)` of orbitals
at least `R > 0` apart is at most the product of their squared norms divided by `R`. -/
theorem eri_diag_le_of_separated (K : Matrix X X ℝ) (hK : ∀ x y, 0 ≤ K x y)
    (r : X → EuclideanSpace ℝ (Fin 3)) (hC : ∀ x y, K x y * dist (r x) (r y) ≤ 1)
    (a c : X → ℝ) {R : ℝ} (hR : 0 < R)
    (hac : ∀ x y, a x ≠ 0 → c y ≠ 0 → R ≤ dist (r x) (r y)) :
    eri K a a c c ≤ (∑ x, a x ^ 2) * (∑ y, c y ^ 2) / R := by
  rw [le_div_iff₀ hR, eri, Finset.sum_mul_sum, Finset.sum_mul]
  refine sum_le_sum fun x _ => ?_
  rw [Finset.sum_mul]
  refine sum_le_sum fun y _ => ?_
  by_cases ha : a x = 0
  · simp [ha]
  by_cases hc : c y = 0
  · simp [hc]
  have hKR : K x y * R ≤ 1 :=
    (mul_le_mul_of_nonneg_left (hac x y ha hc) (hK x y)).trans (hC x y)
  calc a x * a x * K x y * (c y * c y) * R = a x ^ 2 * c y ^ 2 * (K x y * R) := by ring
    _ ≤ a x ^ 2 * c y ^ 2 * 1 := mul_le_mul_of_nonneg_left hKR (by positivity)
    _ = a x ^ 2 * c y ^ 2 := mul_one _

/-- For a nonnegative kernel bounded by the inverse distance, if `a` and `c` are at least `R > 0`
apart and `b` and `d` at least `S > 0` apart, then `(ab,cd)²` is at most the product of the four
squared norms divided by `R S`. -/
theorem eri_sq_le_of_separated (K : Matrix X X ℝ) (hK : ∀ x y, 0 ≤ K x y)
    (r : X → EuclideanSpace ℝ (Fin 3)) (hC : ∀ x y, K x y * dist (r x) (r y) ≤ 1)
    (a b c d : X → ℝ) {R S : ℝ} (hR : 0 < R) (hS : 0 < S)
    (hac : ∀ x y, a x ≠ 0 → c y ≠ 0 → R ≤ dist (r x) (r y))
    (hbd : ∀ x y, b x ≠ 0 → d y ≠ 0 → S ≤ dist (r x) (r y)) :
    eri K a b c d ^ 2 ≤ ((∑ x, a x ^ 2) * (∑ y, c y ^ 2) / R) *
      ((∑ x, b x ^ 2) * (∑ y, d y ^ 2) / S) := by
  have hn : ∀ f g : X → ℝ, 0 ≤ eri K f f g g := fun f g =>
    sum_nonneg fun x _ => sum_nonneg fun y _ =>
      mul_nonneg (mul_nonneg (mul_self_nonneg _) (hK x y)) (mul_self_nonneg _)
  have h1 := eri_diag_le_of_separated K hK r hC a c hR hac
  have h2 := eri_diag_le_of_separated K hK r hC b d hS hbd
  exact (eri_sq_le K hK a b c d).1.trans (mul_le_mul h1 h2 (hn b d) ((hn a c).trans h1))

/-- For the kernel on a two-point grid that is 1 between different points and 0 on each point, and
the orbitals `a = (1,0)` and `c = (0,1)`, `(aa,cc) = 1` although `(aa,aa)` and `(cc,cc)` vanish. -/
theorem schwarz_estimate_fails :
    eri !![0, 1; 1, 0] ![1, 0] ![1, 0] ![0, 1] ![0, 1] = 1 ∧
    eri !![0, 1; 1, 0] ![1, 0] ![1, 0] ![1, 0] ![1, 0] = 0 ∧
    eri !![0, 1; 1, 0] ![0, 1] ![0, 1] ![0, 1] ![0, 1] = 0 := by
  refine ⟨?_, ?_, ?_⟩ <;> simp [eri, Fin.sum_univ_two]

/-- A positive semidefinite kernel with negative entries, and orbitals `a = (1,1)`,
`b = c = d = (1,0)`, for which `(ab,cd) = 1` but `(aa,cc) = (aa,dd) = 0`. -/
theorem nonneg_entries_needed :
    (∀ f : Fin 2 → ℝ,
      0 ≤ ∑ x, ∑ y, f x * (!![1, -1; -1, 1] : Matrix (Fin 2) (Fin 2) ℝ) x y * f y) ∧
    eri !![1, -1; -1, 1] ![1, 1] ![1, 0] ![1, 0] ![1, 0] = 1 ∧
    eri !![1, -1; -1, 1] ![1, 1] ![1, 1] ![1, 0] ![1, 0] = 0 := by
  refine ⟨fun f => ?_, ?_, ?_⟩
  · -- the quadratic form is a perfect square
    have h : ∑ x, ∑ y, f x * (!![1, -1; -1, 1] : Matrix (Fin 2) (Fin 2) ℝ) x y * f y
        = (f 0 - f 1) ^ 2 := by
      simp [Fin.sum_univ_two]
      ring
    rw [h]
    exact sq_nonneg _
  · simp [eri, Fin.sum_univ_two]
  · simp [eri, Fin.sum_univ_two]

end DistanceSensitiveScreening
```

```lean
#print axioms DistanceSensitiveScreening.eri_diag_le_of_separated
#print axioms DistanceSensitiveScreening.eri_sq_le_of_separated
#print axioms DistanceSensitiveScreening.schwarz_estimate_fails
#print axioms DistanceSensitiveScreening.nonneg_entries_needed
```

```
'DistanceSensitiveScreening.eri_diag_le_of_separated' depends on axioms: [propext, Classical.choice, Quot.sound]
'DistanceSensitiveScreening.eri_sq_le_of_separated' depends on axioms: [propext, Classical.choice, Quot.sound]
'DistanceSensitiveScreening.schwarz_estimate_fails' depends on axioms: [propext, Classical.choice, Quot.sound]
'DistanceSensitiveScreening.nonneg_entries_needed' depends on axioms: [propext, Classical.choice, Quot.sound]
```

## From the identity to the bounds in Lean

`weighted_lagrange` is the expansion above. Its `ring` step expands the square, and `Finset.sum_mul_sum` turns the double sums into products. Neither this lemma nor `screening_defect` needs a sign condition.

The device that connects them is `Fintype.sum_prod_type`, which equates a sum over `X × X` with a nested sum over two points. Because `weighted_lagrange` allows any finite index type `ι`, it can be applied with `ι` equal to `X × X`. The local statement `e` uses the device to rewrite every integral as a single sum over pairs, and the general identity then fits without a second expansion.

In `eri_sq_le`, `sum_nonneg` supplies the sign of the defect and `linarith` extracts the inequality; `swap` exchanges `c` and `d`. For `eri_sq_eq_iff`, `sum_eq_zero_iff_of_nonneg` is used twice, once for each sum over pairs, to isolate a single vanishing term. The converse makes every term zero.

`eri_diag_le_of_separated` compares the sums term by term, treating zeros of `a` and `c` separately. `eri_sq_le_of_separated` multiplies two such estimates, which uses the nonnegativity of \((aa,cc)\) and \((bb,dd)\).

`schwarz_estimate_fails` evaluates the two-site example from the beginning. `nonneg_entries_needed` shows that positive semidefiniteness alone does not give the new bounds: its quadratic form is \((f_0-f_1)^2\), yet \((ab,cd)=1\) while \((aa,cc)=0\). Since \(c=d\) there, both bounds fail.
